# Magnetoresistance at zero total polarisation in a momentum-conserving tunnel junction model

## Two momenta, opposite spins

Take a magnetic electrode with two transverse momenta, labelled $k=0$ and $k=1$. At the Fermi energy it has only spin-up states at $k=0$ and only spin-down states at $k=1$, both with density 1 in some unit. A barrier separates it from an identical electrode, and an electron that tunnels keeps its spin and its $k$. Let $t_0,t_1>0$ be the transmission weights.

With parallel magnetisations, spin-up electrons cross at $k=0$ and spin-down electrons at $k=1$, so the conductance is $G_P=t_0+t_1$. Now reverse the second electrode, which exchanges its spin densities. A spin-up electron at $k=0$ meets only spin-down states, and a spin-down electron at $k=1$ meets only spin-up states. The antiparallel conductance is $G_{AP}=0$.

Summed over $k$, the spin-up and spin-down densities at the Fermi energy are equal. The total polarisation, which compares these two sums, is zero, and an estimate based on that number alone predicts no magnetoresistance. The junction nevertheless switches completely.

## Coherent and diffuse barriers

In general, let $k$ run over a finite set, with spin-up density $u_k$ and spin-down density $d_k$ at the Fermi energy. For a left electrode $L$ and a right electrode $R$, the coherent barrier has

$$G(L,R)=\sum_k t_k\,(u^L_k u^R_k+d^L_k d^R_k).$$

This is the weak-tunnelling form: a product of initial and final densities, with the squared matrix element and all constants absorbed in $t_k$. It is postulated here, not derived from a Hamiltonian. The weight is the same for both spins and does not change when a magnetisation is reversed.

Reversal exchanges $u_k$ and $d_k$ at fixed $k$, as a spin rotation does in the absence of spin-orbit coupling. Non-collinear magnetisations, spin flips, interactions and finite bias are left out.

The diffuse barrier also conserves spin, but it connects every $k$ to every $q$ with one weight $s$:

$$G^{\rm diff}(L,R)=\sum_{k,q}s\,(u^L_k u^R_q+d^L_k d^R_q).$$

It stands for scattering that erases all memory of transverse momentum.

## What is proved, and how Lean says it

An `Electrode ι` is a pair of real functions `up` and `down` on the finite index type `ι`. `parallel t E` is the coherent conductance of `E` with itself, and `antiparallel t E` that of `E` with `E.reversed`. Identical electrodes are thus built into both definitions. Nonnegative densities are not part of the structure; they appear as hypotheses where they are used.

- `antiparallel_le_parallel`: if all $t_k>0$, then $G_{AP}\le G_P$, with equality exactly when $u_k=d_k$ for every $k$. The signs of the densities play no role.
- `imbalance_sq_le`: if all $t_k\ge0$, then $\left(\sum_k t_k(u_k-d_k)\right)^2\le\left(\sum_k t_k\right)(G_P-G_{AP})$.
- `antiparallel_eq_zero_iff`: for positive weights and nonnegative densities, $G_{AP}=0$ exactly when each $k$ has $u_k=0$ or $d_k=0$.
- `julliere_formula`: for the diffuse barrier with $s\neq0$ and nonzero total density, the magnetoresistance ratio is $2P^2/(1+P^2)$.
- `julliere_fails`: for the two-momentum electrode `twoSpot` and a coherent barrier with positive weights, $P=0$ and the estimate is 0, while $G_{AP}=0<G_P$ and the ratio is 1.

Here $P=(U-D)/(U+D)$, with totals $U=\sum_k u_k$ and $D=\sum_k d_k$. The ratio is $(G_P-G_{AP})/G_P$. Another common convention divides by $G_{AP}$ instead; that ratio has no finite value in the example, where $G_{AP}=0$. Julliere's formula appears only for identical electrodes, so a single polarisation enters it.

For electronic-structure work, the consequence within this non-interacting, finite-$k$ model is that spin densities summed over $k$ do not in general determine the coherent magnetoresistance. With two momenta, the electrode with $u_k=d_k=1/2$ at both has the same totals as `twoSpot`, but its ratio is 0 instead of 1.

## The contrast is a sum of squares

Setting $R=L$ gives $G_P=\sum_k t_k(u_k^2+d_k^2)$. Exchanging the densities of $R$ gives $G_{AP}=\sum_k t_k(u_kd_k+d_ku_k)=2\sum_k t_ku_kd_k$. Subtracting,

$$G_P-G_{AP}=\sum_k t_k(u_k^2-2u_kd_k+d_k^2)=\sum_k t_k(u_k-d_k)^2.$$

For $t_k>0$ every term is nonnegative, hence $G_P\ge G_{AP}$. The sum vanishes only if each term does, and since $t_k\ne0$ this means $u_k=d_k$ for every $k$. Conversely, equal densities make every term zero.

For the lower bound on the contrast, write $t_k(u_k-d_k)=\sqrt{t_k}\cdot\sqrt{t_k}\,(u_k-d_k)$. Cauchy-Schwarz then gives

$$\Big(\sum_k t_k(u_k-d_k)\Big)^2\le\sum_k t_k\,\sum_k t_k(u_k-d_k)^2.$$

A weighted net imbalance therefore forces a contrast, but a contrast does not need a net imbalance. In the opening example with $t_0=t_1$, the left side is zero and $G_P-G_{AP}=2t_0$.

If the weights are positive and the densities nonnegative, $G_{AP}$ is twice a sum of nonnegative terms $t_ku_kd_k$. It vanishes exactly when each product $u_kd_k$ does, that is, when each momentum has states of at most one spin direction.

## Where Julliere's formula holds

For the diffuse barrier the double sum factorises:

$$G^{\rm diff}(L,R)=s\,(U^LU^R+D^LD^R).$$

Identical electrodes give $G_P=s(U^2+D^2)$ and $G_{AP}=2sUD$, so the ratio is $(U-D)^2/(U^2+D^2)$. From $U-D=P(U+D)$ and $2(U^2+D^2)=(U+D)^2+(U-D)^2=(1+P^2)(U+D)^2$ it follows that

$$\frac{G_P-G_{AP}}{G_P}=\frac{2P^2(U+D)^2}{(1+P^2)(U+D)^2}=\frac{2P^2}{1+P^2}.$$

The two-momentum electrode has $U=D=1$, so a diffuse barrier gives it ratio 0, as the formula says. The coherent barrier gives $(t_0+t_1-0)/(t_0+t_1)=1$. The estimate fails here because the barrier conserves $k$ and the polarisation differs between the two momenta. If $(u_k-d_k)/(u_k+d_k)$ were the same at every $k$, the coherent barrier would obey Julliere's formula too.

## The Lean file

```lean
import Mathlib

open Finset

namespace MagneticJunction

noncomputable section

/-- A magnetic electrode: densities of spin-up and spin-down states at each transverse
momentum. -/
structure Electrode (ι : Type*) where
  up : ι → ℝ
  down : ι → ℝ

/-- The electrode with its magnetisation reversed: the two spin densities are exchanged. -/
def Electrode.reversed {ι : Type*} (E : Electrode ι) : Electrode ι := ⟨E.down, E.up⟩

variable {ι : Type*} [Fintype ι]

/-- Conductance of a coherent barrier, which conserves spin and transverse momentum and
transmits momentum `k` with weight `t k`. -/
def conductance (t : ι → ℝ) (L R : Electrode ι) : ℝ :=
  ∑ k, t k * (L.up k * R.up k + L.down k * R.down k)

/-- Conductance between identical electrodes with parallel magnetisations. -/
def parallel (t : ι → ℝ) (E : Electrode ι) : ℝ := conductance t E E

/-- Conductance between identical electrodes after one magnetisation is reversed. -/
def antiparallel (t : ι → ℝ) (E : Electrode ι) : ℝ := conductance t E E.reversed

/-- Conductance of a diffuse barrier, which conserves spin but connects every transverse momentum to
every transverse momentum, itself included, with the same weight `s`. -/
def diffuse (s : ℝ) (L R : Electrode ι) : ℝ :=
  ∑ k, ∑ q, s * (L.up k * R.up q + L.down k * R.down q)

/-- Total spin-up density of an electrode. -/
def Electrode.totalUp (E : Electrode ι) : ℝ := ∑ k, E.up k

/-- Total spin-down density of an electrode. -/
def Electrode.totalDown (E : Electrode ι) : ℝ := ∑ k, E.down k

/-- Total spin polarisation of an electrode, for nonzero total density. -/
def Electrode.polarisation (E : Electrode ι) : ℝ :=
  (E.totalUp - E.totalDown) / (E.totalUp + E.totalDown)

/-- Magnetoresistance ratio `(GP - GAP) / GP`, for nonzero parallel conductance `GP`. -/
def ratio (gP gAP : ℝ) : ℝ := (gP - gAP) / gP

/-- Julliere's estimate of the ratio `(GP - GAP) / GP` from the total polarisation `P` of
two identical electrodes. -/
def julliere (P : ℝ) : ℝ := 2 * P ^ 2 / (1 + P ^ 2)

/-- The parallel conductance sums the squared spin densities, and the antiparallel one sums
twice their product, each with the transmission weight. -/
theorem conductance_formulas (t : ι → ℝ) (E : Electrode ι) :
    parallel t E = ∑ k, t k * (E.up k ^ 2 + E.down k ^ 2) ∧
      antiparallel t E = 2 * ∑ k, t k * E.up k * E.down k := by
  constructor
  · simp only [parallel, conductance]
    exact Finset.sum_congr rfl fun k _ => by ring
  · simp only [antiparallel, conductance, Electrode.reversed, Finset.mul_sum]
    exact Finset.sum_congr rfl fun k _ => by ring

/-- The difference of the parallel and antiparallel conductances is the weighted sum of the
squared spin imbalances at each transverse momentum. -/
theorem contrast_eq (t : ι → ℝ) (E : Electrode ι) :
    parallel t E - antiparallel t E = ∑ k, t k * (E.up k - E.down k) ^ 2 := by
  simp only [parallel, antiparallel, conductance, Electrode.reversed]
  rw [← Finset.sum_sub_distrib]
  exact Finset.sum_congr rfl fun k _ => by ring

/-- For positive transmission weights the antiparallel conductance never exceeds the parallel
one, and the two agree exactly when the spin densities agree at every transverse momentum. -/
theorem antiparallel_le_parallel (t : ι → ℝ) (ht : ∀ k, 0 < t k) (E : Electrode ι) :
    antiparallel t E ≤ parallel t E ∧
      (parallel t E = antiparallel t E ↔ ∀ k, E.up k = E.down k) := by
  have h := contrast_eq t E
  have nn : ∀ k ∈ (univ : Finset ι), 0 ≤ t k * (E.up k - E.down k) ^ 2 :=
    fun k _ => mul_nonneg (ht k).le (sq_nonneg _)
  refine ⟨by linarith [Finset.sum_nonneg nn], ?_⟩
  -- a sum of nonnegative terms vanishes only term by term
  rw [← sub_eq_zero, h, Finset.sum_eq_zero_iff_of_nonneg nn]
  constructor
  · intro hk k
    have h1 : t k * (E.up k - E.down k) ^ 2 = 0 := hk k (mem_univ k)
    have h2 := (mul_eq_zero.mp h1).resolve_left (ht k).ne'
    exact sub_eq_zero.mp ((pow_eq_zero_iff two_ne_zero).mp h2)
  · intro hk k _
    simp [hk k]

/-- For nonnegative weights, the squared weighted spin imbalance is at most the total weight
times the difference of the parallel and antiparallel conductances. -/
theorem imbalance_sq_le (t : ι → ℝ) (ht : ∀ k, 0 ≤ t k) (E : Electrode ι) :
    (∑ k, t k * (E.up k - E.down k)) ^ 2 ≤
      (∑ k, t k) * (parallel t E - antiparallel t E) := by
  rw [contrast_eq]
  -- Cauchy-Schwarz with weights
  exact Finset.sum_sq_le_sum_mul_sum_of_sq_le_mul univ (fun k _ => ht k)
    (fun k _ => mul_nonneg (ht k) (sq_nonneg _)) (fun k _ => le_of_eq (by ring))

/-- For positive weights and nonnegative spin densities, the antiparallel conductance vanishes
exactly when at least one spin density is zero at each transverse momentum. -/
theorem antiparallel_eq_zero_iff (t : ι → ℝ) (ht : ∀ k, 0 < t k) (E : Electrode ι)
    (hu : ∀ k, 0 ≤ E.up k) (hd : ∀ k, 0 ≤ E.down k) :
    antiparallel t E = 0 ↔ ∀ k, E.up k = 0 ∨ E.down k = 0 := by
  have nn : ∀ k ∈ (univ : Finset ι), 0 ≤ t k * E.up k * E.down k :=
    fun k _ => mul_nonneg (mul_nonneg (ht k).le (hu k)) (hd k)
  rw [(conductance_formulas t E).2, mul_eq_zero, or_iff_right (two_ne_zero' ℝ),
    Finset.sum_eq_zero_iff_of_nonneg nn]
  simp [(ht _).ne']

/-- The diffuse conductance depends on the electrodes only through their total spin
densities. -/
theorem diffuse_eq (s : ℝ) (L R : Electrode ι) :
    diffuse s L R = s * (L.totalUp * R.totalUp + L.totalDown * R.totalDown) := by
  unfold diffuse Electrode.totalUp Electrode.totalDown
  rw [Finset.sum_mul_sum, Finset.sum_mul_sum]
  simp only [Finset.mul_sum, mul_add, Finset.sum_add_distrib]

/-- Julliere's formula: for a diffuse barrier of nonzero weight between identical electrodes
of nonzero total density, the total polarisation gives the magnetoresistance ratio. -/
theorem julliere_formula (s : ℝ) (hs : s ≠ 0) (E : Electrode ι)
    (hE : E.totalUp + E.totalDown ≠ 0) :
    ratio (diffuse s E E) (diffuse s E E.reversed) = julliere E.polarisation := by
  have hP : E.polarisation * (E.totalUp + E.totalDown) = E.totalUp - E.totalDown :=
    div_mul_cancel₀ _ hE
  have hU : E.reversed.totalUp = E.totalDown := rfl
  have hD : E.reversed.totalDown = E.totalUp := rfl
  have hpos : 0 < E.totalUp * E.totalUp + E.totalDown * E.totalDown := by
    have := pow_pos (abs_pos.mpr hE) 2
    rw [sq_abs] at this
    nlinarith [sq_nonneg (E.totalUp - E.totalDown)]
  have h1 : 1 + E.polarisation ^ 2 ≠ 0 := by positivity
  unfold ratio julliere
  rw [diffuse_eq, diffuse_eq, hU, hD, div_eq_div_iff (mul_ne_zero hs hpos.ne') h1]
  linear_combination
    (-s * (E.polarisation * (E.totalUp + E.totalDown) + (E.totalUp - E.totalDown))) * hP

/-- An electrode with two transverse momenta, the first holding only spin-up states and the
second only spin-down states, in equal density. -/
def twoSpot : Electrode (Fin 2) := ⟨![1, 0], ![0, 1]⟩

/-- For a coherent barrier with positive weights, the two-momentum electrode has zero total
polarisation and a zero Julliere estimate, yet its antiparallel conductance vanishes, its
parallel conductance is positive and its magnetoresistance ratio is one. -/
theorem julliere_fails (t : Fin 2 → ℝ) (ht : ∀ k, 0 < t k) :
    twoSpot.polarisation = 0 ∧ julliere twoSpot.polarisation = 0 ∧
      antiparallel t twoSpot = 0 ∧ 0 < parallel t twoSpot ∧
      ratio (parallel t twoSpot) (antiparallel t twoSpot) = 1 := by
  have hP : twoSpot.polarisation = 0 := by
    simp [Electrode.polarisation, Electrode.totalUp, Electrode.totalDown, twoSpot]
  have hA : antiparallel t twoSpot = 0 := by
    simp [antiparallel, conductance, Electrode.reversed, twoSpot]
  have hG : parallel t twoSpot = t 0 + t 1 := by
    simp [parallel, conductance, twoSpot]
  have hpos : 0 < parallel t twoSpot := by
    rw [hG]
    exact add_pos (ht 0) (ht 1)
  refine ⟨hP, ?_, hA, hpos, ?_⟩
  · rw [hP]
    norm_num [julliere]
  · rw [hA, ratio, sub_zero, div_self hpos.ne']

end

end MagneticJunction
```

```lean
#print axioms MagneticJunction.antiparallel_le_parallel
#print axioms MagneticJunction.antiparallel_eq_zero_iff
#print axioms MagneticJunction.julliere_formula
#print axioms MagneticJunction.julliere_fails
```

```
'MagneticJunction.antiparallel_le_parallel' depends on axioms: [propext, Classical.choice, Quot.sound]
'MagneticJunction.antiparallel_eq_zero_iff' depends on axioms: [propext, Classical.choice, Quot.sound]
'MagneticJunction.julliere_formula' depends on axioms: [propext, Classical.choice, Quot.sound]
'MagneticJunction.julliere_fails' depends on axioms: [propext, Classical.choice, Quot.sound]
```

## From the algebra to the Lean proofs

`conductance_formulas` and `contrast_eq` unfold the definitions and compare the sums term by term. In each term `ring` does the algebra; for the contrast, `Finset.sum_sub_distrib` first merges the two sums into one.

In `antiparallel_le_parallel`, `nn` records that each term of the contrast is nonnegative, and `linarith` turns the nonnegative sum into the inequality. For the equality case, the lemma `Finset.sum_eq_zero_iff_of_nonneg` replaces a vanishing sum by vanishing terms. The positive weight is then removed from the product, and a zero square gives $u_k=d_k$. Strict positivity matters here: at a momentum with $t_k=0$ the densities could differ without affecting either conductance.

`imbalance_sq_le` uses a form of Cauchy-Schwarz that avoids square roots. It asks that the square of each term on the left be at most the product of the corresponding terms on the right. Here the two are equal, since $(t_k(u_k-d_k))^2=t_k\cdot t_k(u_k-d_k)^2$.

`antiparallel_eq_zero_iff` takes the second formula of `conductance_formulas`, discards the factor 2 and again passes from the sum to its terms. The sign hypotheses on the densities are what make those terms nonnegative.

`diffuse_eq` is the factorisation of the double sum. In `julliere_formula`, `hP` is the relation $P(U+D)=U-D$, and `hpos` obtains $U^2+D^2>0$ from the nonzero total density. Both denominators are then nonzero, and `div_eq_div_iff` cross-multiplies. What remains is $s(U-D)^2=sP^2(U+D)^2$, which `linear_combination` derives by multiplying `hP` by a suitable factor, as in a difference of two squares.

`julliere_fails` evaluates the sums over `Fin 2`. The intermediate result `hG` is the opening computation $G_P=t_0+t_1$. Its positivity justifies the final division, which gives the ratio 1.
